# The antiferromagnetic Heisenberg triangle of spins 1/2: ground energy −3/4, best product-state energy −3/8

Couple each pair of three spins 1/2 by \(J\,\mathbf S_i\cdot\mathbf S_j\), with the same \(J>0\) for all three pairs and \(\hbar=1\). Minimise the energy over the individual spin directions, and the best value is \(-3/8\) in units of \(J\). Taken for the ground-state energy, that number is wrong by a factor of two, and no further adjustment of the directions will reveal the error. Nor does it show that the ground level is fourfold degenerate.

## Both minima by hand

With \(\hbar=1\) and unit coupling, let

\[
H=\mathbf S_1\cdot\mathbf S_2+\mathbf S_2\cdot\mathbf S_3+\mathbf S_3\cdot\mathbf S_1,\qquad \mathbf S=\tfrac12\boldsymbol\sigma .
\]

The lowest eigenvalue of \(H\) is \(-3/4\), with a four-dimensional eigenspace. The least energy of a normalised product state is \(-3/8\), attained by coplanar spins at 120 degrees.

**Exchange form.** Write 0 for spin up and 1 for spin down. On two spins, \(\boldsymbol\sigma\cdot\boldsymbol\sigma\) sends \(|00\rangle\) to itself, because the \(x\) and \(y\) terms cancel, and sends \(|01\rangle\) to \(2|10\rangle-|01\rangle\). The same holds with 0 and 1 interchanged. Hence \(\boldsymbol\sigma\cdot\boldsymbol\sigma=2P-1\), where \(P\) exchanges the spins, and each bond equals \(P/2-1/4\). For amplitudes \(\psi_{ijk}\),

\[
(H\psi)_{ijk}=\tfrac12(\psi_{jik}+\psi_{ikj}+\psi_{kji})-\tfrac34\psi_{ijk}.
\]

**Ground energy.** The bracket is \(3\psi_{000}\) at 000, \(3\psi_{111}\) at 111, and otherwise the sum of the three amplitudes with the same number of down spins. Multiplying by \(\overline{\psi_{ijk}}\) and summing gives

\[
\begin{aligned}
\langle\psi|H|\psi\rangle+\tfrac34\|\psi\|^2={}&\tfrac32\left(|\psi_{000}|^2+|\psi_{111}|^2\right)\\
&+\tfrac12|\psi_{001}+\psi_{010}+\psi_{100}|^2+\tfrac12|\psi_{011}+\psi_{101}+\psi_{110}|^2 .
\end{aligned}
\]

The right side is non-negative. If \(H\psi=E\psi\) with \(\psi\neq0\), the left side is \((E+\tfrac34)\|\psi\|^2\), so \(E\ge-3/4\). The equation \(H\psi=-\tfrac34\psi\) says that every bracket vanishes: \(\psi_{000}=\psi_{111}=0\), and each of the two three-term sums is zero. These are four independent conditions on eight amplitudes, which leaves four dimensions.

**Product states.** For normalised spinors \(u,v,w\), let \(\mathbf n_u=\langle u|\boldsymbol\sigma|u\rangle\) be the Bloch vector of \(u\), and similarly for \(v\) and \(w\). The exchange of the first two spins has expectation \(|\langle u|v\rangle|^2\). Since \(|u\rangle\langle u|=(1+\mathbf n_u\cdot\boldsymbol\sigma)/2\), this equals \((1+\mathbf n_u\cdot\mathbf n_v)/2\). Adding the three bonds,

\[
E=\tfrac14(\mathbf n_u\cdot\mathbf n_v+\mathbf n_v\cdot\mathbf n_w+\mathbf n_w\cdot\mathbf n_u).
\]

Setting \(v=u\) in the overlap formula shows that Bloch vectors have unit length. Therefore

\[
0\le|\mathbf n_u+\mathbf n_v+\mathbf n_w|^2=3+8E,
\]

and \(E\ge-3/8\). Three directions 120 degrees apart in a plane have pairwise scalar products \(-1/2\) and reach this value.

For this three-spin cluster, a product-state (mean-field) ansatz thus recovers only half of the ground energy; the rest requires entanglement.

## States, operators and energies in Lean

```lean
import Mathlib

open Matrix ComplexConjugate

noncomputable section

namespace HeisenbergTriangle

/-- The state of one spin 1/2. -/
abbrev Spinor := Fin 2 → ℂ

/-- The amplitudes of a state of three spins 1/2. -/
abbrev State := Fin 2 → Fin 2 → Fin 2 → ℂ
```

A `State` holds the eight amplitudes \(\psi_{ijk}\), with no normalisation imposed.

```lean
/-- The three Pauli matrices; the spin operators are half of these. -/
def pauli : Fin 3 → Matrix (Fin 2) (Fin 2) ℂ :=
  ![!![0, 1; 1, 0], !![0, -Complex.I; Complex.I, 0], !![1, 0; 0, -1]]

/-- A one-spin operator acting on the first spin. -/
def on1 (A : Matrix (Fin 2) (Fin 2) ℂ) : State →ₗ[ℂ] State where
  toFun ψ := fun i j k => ∑ l, A i l * ψ l j k
  map_add' x y := by
    funext i j k
    simp only [Pi.add_apply, Fin.sum_univ_two]
    ring
  map_smul' c x := by
    funext i j k
    simp only [Pi.smul_apply, smul_eq_mul, RingHom.id_apply, Fin.sum_univ_two]
    ring

/-- A one-spin operator acting on the second spin. -/
def on2 (A : Matrix (Fin 2) (Fin 2) ℂ) : State →ₗ[ℂ] State where
  toFun ψ := fun i j k => ∑ l, A j l * ψ i l k
  map_add' x y := by
    funext i j k
    simp only [Pi.add_apply, Fin.sum_univ_two]
    ring
  map_smul' c x := by
    funext i j k
    simp only [Pi.smul_apply, smul_eq_mul, RingHom.id_apply, Fin.sum_univ_two]
    ring

/-- A one-spin operator acting on the third spin. -/
def on3 (A : Matrix (Fin 2) (Fin 2) ℂ) : State →ₗ[ℂ] State where
  toFun ψ := fun i j k => ∑ l, A k l * ψ i j l
  map_add' x y := by
    funext i j k
    simp only [Pi.add_apply, Fin.sum_univ_two]
    ring
  map_smul' c x := by
    funext i j k
    simp only [Pi.smul_apply, smul_eq_mul, RingHom.id_apply, Fin.sum_univ_two]
    ring
```

Each of `on1`, `on2` and `on3` applies a \(2\times2\) matrix to one index and leaves the others alone. The Hamiltonian composes them; its factor \(1/4\) comes from \(\mathbf S=\boldsymbol\sigma/2\), and its positive sign makes the coupling antiferromagnetic.

```lean
/-- The Hamiltonian S1·S2 + S2·S3 + S3·S1, written with Pauli matrices. -/
def heisenberg : State →ₗ[ℂ] State :=
  (1 / 4 : ℂ) • ∑ a, (on1 (pauli a) ∘ₗ on2 (pauli a) + on2 (pauli a) ∘ₗ on3 (pauli a)
    + on3 (pauli a) ∘ₗ on1 (pauli a))

/-- The squared norm of a three-spin state. -/
def weight (ψ : State) : ℝ := ∑ i, ∑ j, ∑ k, Complex.normSq (ψ i j k)

/-- The expectation value ⟨ψ|H|ψ⟩. -/
def expectation (ψ : State) : ℂ := ∑ i, ∑ j, ∑ k, conj (ψ i j k) * heisenberg ψ i j k
```

`expectation` is \(\langle\psi|H|\psi\rangle\) without division by the squared norm `weight`, so it is an energy only for normalised states.

```lean
/-- The squared norm of a spinor. -/
def spinNorm (u : Spinor) : ℝ := ∑ i, Complex.normSq (u i)

/-- The overlap ⟨u|v⟩ of two spinors. -/
def overlap (u v : Spinor) : ℂ := ∑ i, conj (u i) * v i

/-- The product state of three spinors. -/
def productState (u v w : Spinor) : State := fun i j k => u i * v j * w k

/-- The Bloch vector: the expectation values of the three Pauli matrices. -/
def bloch (u : Spinor) : Fin 3 → ℝ := fun a => (∑ i, conj (u i) * (pauli a *ᵥ u) i).re

/-- The spinor with polar angle θ in the xz-plane. -/
def planar (θ : ℝ) : Spinor := ![((Real.cos (θ / 2) : ℝ) : ℂ), ((Real.sin (θ / 2) : ℝ) : ℂ)]
```

The half angle in `planar` makes \(\theta\) the angle of the Bloch vector from the \(z\) axis.

## The exchange form and the sum of squares

The first theorem checks the exchange formula at all eight index triples, using that the imaginary unit squares to \(-1\) where \(\sigma_y\) enters.

```lean
/-- The Hamiltonian is half the sum of the three spin exchanges, minus 3/4. -/
theorem heisenberg_apply (ψ : State) (i j k : Fin 2) :
    heisenberg ψ i j k = (ψ j i k + ψ i k j + ψ k j i) / 2 - 3 / 4 * ψ i j k := by
  simp only [heisenberg, Fin.sum_univ_three, LinearMap.smul_apply, LinearMap.add_apply,
    LinearMap.comp_apply, Pi.smul_apply, Pi.add_apply, smul_eq_mul, on1, on2, on3,
    LinearMap.coe_mk, AddHom.coe_mk, Fin.sum_univ_two]
  fin_cases i <;> fin_cases j <;> fin_cases k <;> simp [pauli] <;>
    first
    | (ring_nf; done)
    | (ring_nf; simp only [Complex.I_sq]; ring)
```

The second writes each squared modulus as \(\bar z z\), after which the sum-of-squares identity is polynomial algebra.

```lean
/-- The expectation value ⟨ψ|H|ψ⟩ is -3/4 times the squared norm plus a positively weighted sum of
squared moduli of amplitudes and of their sums. -/
theorem expectation_eq (ψ : State) : expectation ψ =
    ((-(3 / 4) * weight ψ + 3 / 2 * (Complex.normSq (ψ 0 0 0) + Complex.normSq (ψ 1 1 1))
      + 1 / 2 * (Complex.normSq (ψ 0 0 1 + ψ 0 1 0 + ψ 1 0 0)
        + Complex.normSq (ψ 0 1 1 + ψ 1 0 1 + ψ 1 1 0)) : ℝ) : ℂ) := by
  simp only [expectation, heisenberg_apply, weight, Fin.sum_univ_two]
  push_cast
  simp only [Complex.normSq_eq_conj_mul_self, map_add]
  ring
```

## Four amplitudes for the ground space

`groundMap` solves the four conditions: `c 0` and `c 1` fix the states with one spin down, `c 2` and `c 3` those with two.

```lean
/-- Four free amplitudes parametrise the states whose exchange sum vanishes. -/
def groundMap : (Fin 4 → ℂ) →ₗ[ℂ] State where
  toFun c := fun i j k =>
    ![![![0, c 0], ![c 1, c 2]], ![![-c 0 - c 1, c 3], ![-c 2 - c 3, 0]]] i j k
  map_add' x y := by
    funext i j k
    fin_cases i <;> fin_cases j <;> fin_cases k <;> simp <;> ring
  map_smul' c x := by
    funext i j k
    fin_cases i <;> fin_cases j <;> fin_cases k <;> simp <;> ring
```

One inclusion of the next theorem substitutes the parametrised state into the eigenvalue equation. The other reads the four conditions off that equation and recovers the parameters from \(\psi\).

```lean
/-- The parametrised states are exactly the eigenspace of energy -3/4. -/
theorem range_groundMap :
    LinearMap.range groundMap = Module.End.eigenspace heisenberg (-3 / 4 : ℂ) := by
  ext ψ
  rw [Module.End.mem_eigenspace_iff, LinearMap.mem_range]
  constructor
  · rintro ⟨c, rfl⟩
    funext i j k
    rw [heisenberg_apply, Pi.smul_apply, Pi.smul_apply, Pi.smul_apply, smul_eq_mul]
    fin_cases i <;> fin_cases j <;> fin_cases k <;> simp [groundMap] <;> ring
  · intro h
    have e : ∀ i j k, ψ j i k + ψ i k j + ψ k j i = 0 := by
      intro i j k
      have h' := congrFun (congrFun (congrFun h i) j) k
      rw [heisenberg_apply, Pi.smul_apply, Pi.smul_apply, Pi.smul_apply, smul_eq_mul] at h'
      linear_combination 2 * h'
    have z0 : ψ 0 0 0 = 0 := by linear_combination (1 / 3) * e 0 0 0
    have z1 : ψ 1 0 0 = -ψ 0 0 1 - ψ 0 1 0 := by linear_combination e 0 0 1
    have z2 : ψ 1 1 0 = -ψ 0 1 1 - ψ 1 0 1 := by linear_combination e 0 1 1
    have z3 : ψ 1 1 1 = 0 := by linear_combination (1 / 3) * e 1 1 1
    refine ⟨![ψ 0 0 1, ψ 0 1 0, ψ 0 1 1, ψ 1 0 1], ?_⟩
    funext i j k
    fin_cases i <;> fin_cases j <;> fin_cases k <;> simp [groundMap, z0, z1, z2, z3]
```

The degeneracy turns on `LinearMap.finrank_range_of_inj`: the range of an injective linear map has the dimension of its domain. Injectivity is visible here, since each parameter appears unchanged as one amplitude. Rewriting with `← range_groundMap` replaces the eigenspace by a range, the Mathlib lemma replaces the range by `Fin 4 → ℂ`, and `simp` evaluates that dimension as 4. No characteristic polynomial of an \(8\times8\) matrix is needed.

```lean
/-- The eigenspace of energy -3/4 has dimension four. -/
theorem ground_degeneracy :
    Module.finrank ℂ (Module.End.eigenspace heisenberg (-3 / 4 : ℂ)) = 4 := by
  have inj : Function.Injective groundMap := by
    intro c d hcd
    have h := fun i j k => congrFun (congrFun (congrFun hcd i) j) k
    funext a
    fin_cases a
    · simpa [groundMap] using h 0 0 1
    · simpa [groundMap] using h 0 1 0
    · simpa [groundMap] using h 0 1 1
    · simpa [groundMap] using h 1 0 1
  rw [← range_groundMap, LinearMap.finrank_range_of_inj inj]
  simp
```

`IsLeast` requires that \(-3/4\) belong to the set of eigenvalues and bound it from below. The set contains real `E` only, which loses nothing because \(H\) is Hermitian. The witness is \(|001\rangle-|100\rangle\), which after division by \(\sqrt2\) is a singlet of spins 1 and 3 beside an up spin. For the bound, the proof shows that a nonzero state has positive weight, compares \(E\|\psi\|^2\) with the sum of squares, and cancels the weight.

```lean
/-- The lowest eigenvalue of the Heisenberg triangle is -3/4. -/
theorem ground_energy :
    IsLeast {E : ℝ | ∃ ψ : State, ψ ≠ 0 ∧ heisenberg ψ = (E : ℂ) • ψ} (-3 / 4) := by
  constructor
  · refine ⟨groundMap ![1, 0, 0, 0], ?_, ?_⟩
    · intro h
      have h' := congrFun (congrFun (congrFun h 0) 0) 1
      simp [groundMap] at h'
    · have h : groundMap ![1, 0, 0, 0] ∈ Module.End.eigenspace heisenberg (-3 / 4 : ℂ) := by
        rw [← range_groundMap]
        exact ⟨_, rfl⟩
      rw [Module.End.mem_eigenspace_iff] at h
      rw [h]
      push_cast
      rfl
  · rintro E ⟨ψ, hψ, hE⟩
    have q : ∀ i j k, 0 ≤ Complex.normSq (ψ i j k) := fun i j k => Complex.normSq_nonneg _
    have hpos : 0 < weight ψ := by
      by_contra hn
      simp only [weight, Fin.sum_univ_two, not_lt] at hn
      have hz : ∀ i j k, Complex.normSq (ψ i j k) = 0 := by
        simp only [Fin.forall_fin_two]
        refine ⟨⟨⟨?_, ?_⟩, ⟨?_, ?_⟩⟩, ⟨⟨?_, ?_⟩, ⟨?_, ?_⟩⟩⟩ <;>
          linarith [q 0 0 0, q 0 0 1, q 0 1 0, q 0 1 1, q 1 0 0, q 1 0 1, q 1 1 0, q 1 1 1]
      exact hψ (funext fun i => funext fun j => funext fun k =>
        Complex.normSq_eq_zero.mp (hz i j k))
    have hexp : expectation ψ = ((E * weight ψ : ℝ) : ℂ) := by
      simp only [expectation, hE, Pi.smul_apply, smul_eq_mul, weight, Fin.sum_univ_two]
      push_cast
      simp only [Complex.normSq_eq_conj_mul_self]
      ring
    -- compare the eigenvalue with the sum of squares
    rw [expectation_eq, Complex.ofReal_inj] at hexp
    have h1 := Complex.normSq_nonneg (ψ 0 0 1 + ψ 0 1 0 + ψ 1 0 0)
    have h2 := Complex.normSq_nonneg (ψ 0 1 1 + ψ 1 0 1 + ψ 1 1 0)
    have h3 : -3 / 4 * weight ψ ≤ E * weight ψ := by linarith [q 0 0 0, q 1 1 1]
    exact le_of_mul_le_mul_right h3 hpos
```

## Bloch vectors and the 120-degree arrangement

```lean
/-- The Bloch vector in terms of the two spinor components. -/
theorem bloch_eq (u : Spinor) : bloch u =
    ![2 * ((u 0).re * (u 1).re + (u 0).im * (u 1).im),
      2 * ((u 0).re * (u 1).im - (u 0).im * (u 1).re),
      Complex.normSq (u 0) - Complex.normSq (u 1)] := by
  funext a
  fin_cases a <;>
    simp [bloch, pauli, Matrix.mulVec, dotProduct, Fin.sum_univ_two, Complex.normSq_apply] <;>
    ring
```

In the next proof, `key` turns exchanges into squared overlaps, and `dot` writes the scalar products of Bloch vectors in terms of the same overlaps. Both hold for unnormalised spinors; the three norm hypotheses enter at the end.

```lean
/-- The energy of a normalised product state is a quarter of the sum of the pairwise
scalar products of its Bloch vectors. -/
theorem product_expectation (u v w : Spinor)
    (hu : spinNorm u = 1) (hv : spinNorm v = 1) (hw : spinNorm w = 1) :
    expectation (productState u v w) =
      (((bloch u ⬝ᵥ bloch v + bloch v ⬝ᵥ bloch w + bloch w ⬝ᵥ bloch u) / 4 : ℝ) : ℂ) := by
  -- each exchange contributes a squared overlap
  have key : expectation (productState u v w) =
      (((Complex.normSq (overlap u v) * spinNorm w + Complex.normSq (overlap v w) * spinNorm u
        + Complex.normSq (overlap w u) * spinNorm v) / 2
        - 3 / 4 * (spinNorm u * spinNorm v * spinNorm w) : ℝ) : ℂ) := by
    simp only [expectation, heisenberg_apply, productState, overlap, spinNorm, Fin.sum_univ_two]
    push_cast
    simp only [Complex.normSq_eq_conj_mul_self, map_add, map_mul, Complex.conj_conj]
    ring
  -- scalar products of Bloch vectors in terms of squared overlaps
  have dot : ∀ x y : Spinor, bloch x ⬝ᵥ bloch y =
      2 * Complex.normSq (overlap x y) - spinNorm x * spinNorm y := by
    intro x y
    rw [bloch_eq, bloch_eq]
    simp [dotProduct, Fin.sum_univ_three, overlap, spinNorm, Fin.sum_univ_two,
      Complex.normSq_apply]
    ring
  rw [key, Complex.ofReal_inj, dot, dot, dot, hu, hv, hw]
  ring
```

For planar spinors the Bloch vector is \((\sin\theta,0,\cos\theta)\), so scalar products are cosines of angle differences. The result holds for every overall rotation \(\theta\) within the \(xz\)-plane.

```lean
/-- Spins in the xz-plane at angles θ, θ + 120° and θ + 240° are normalised and their
product state has energy -3/8. -/
theorem coplanar_energy (θ : ℝ) : (∀ α, spinNorm (planar α) = 1) ∧
    expectation (productState (planar θ) (planar (θ + 2 * Real.pi / 3))
      (planar (θ + 4 * Real.pi / 3))) = ((-3 / 8 : ℝ) : ℂ) := by
  have hn : ∀ α, spinNorm (planar α) = 1 := by
    intro α
    have h : spinNorm (planar α) = Real.cos (α / 2) * Real.cos (α / 2)
        + Real.sin (α / 2) * Real.sin (α / 2) := by
      simp only [spinNorm, planar, Fin.sum_univ_two, Matrix.cons_val_zero, Matrix.cons_val_one,
        Complex.normSq_ofReal]
    rw [h]
    linarith [Real.sin_sq_add_cos_sq (α / 2)]
  have real_bloch : ∀ c s : ℝ, bloch ![(c : ℂ), (s : ℂ)] = ![2 * s * c, 0, c ^ 2 - s ^ 2] := by
    intro c s
    rw [bloch_eq]
    funext a
    fin_cases a <;> simp [Complex.normSq_apply] <;> ring
  have hb : ∀ α, bloch (planar α) = ![Real.sin α, 0, Real.cos α] := by
    intro α
    have h1 : Real.sin α = 2 * Real.sin (α / 2) * Real.cos (α / 2) := by
      rw [← Real.sin_two_mul]
      congr 1
      ring
    have h2 : Real.cos α = Real.cos (α / 2) ^ 2 - Real.sin (α / 2) ^ 2 := by
      rw [← Real.cos_two_mul']
      congr 1
      ring
    rw [planar, real_bloch, h1, h2]
  have hd : ∀ α β, bloch (planar α) ⬝ᵥ bloch (planar β) = Real.cos (α - β) := by
    intro α β
    rw [hb, hb, Real.cos_sub]
    simp [dotProduct, Fin.sum_univ_three]
    ring
  have c1 : Real.cos (2 * Real.pi / 3) = -1 / 2 := by
    rw [show 2 * Real.pi / 3 = Real.pi - Real.pi / 3 by ring, Real.cos_pi_sub,
      Real.cos_pi_div_three]
    norm_num
  have c2 : Real.cos (4 * Real.pi / 3) = -1 / 2 := by
    rw [show 4 * Real.pi / 3 = Real.pi / 3 + Real.pi by ring, Real.cos_add_pi,
      Real.cos_pi_div_three]
    norm_num
  refine ⟨hn, ?_⟩
  rw [product_expectation _ _ _ (hn _) (hn _) (hn _), Complex.ofReal_inj, hd, hd, hd,
    show θ - (θ + 2 * Real.pi / 3) = -(2 * Real.pi / 3) by ring,
    show θ + 2 * Real.pi / 3 - (θ + 4 * Real.pi / 3) = -(2 * Real.pi / 3) by ring,
    show θ + 4 * Real.pi / 3 - θ = 4 * Real.pi / 3 by ring, Real.cos_neg, c1, c2]
  norm_num
```

The final theorem joins the lowest eigenvalue, its degeneracy and the product-state minimum. In the third part, each spinor is normalised separately, which normalises the product. Attainment uses the planar arrangement at \(\theta=0\); the lower bound passes the squares of the three components of the total Bloch vector to `nlinarith`, which combines them with the unit-length equations as in \(0\le3+8E\). The proof exhibits one product-state minimiser without classifying them all, and the theorem concerns three spins with equal couplings and no external field.

```lean
/-- The Heisenberg triangle has lowest eigenvalue -3/4 with a four-dimensional eigenspace,
while the least energy of a normalised product state is -3/8. -/
theorem triangle_ground_and_product_energy :
    IsLeast {E : ℝ | ∃ ψ : State, ψ ≠ 0 ∧ heisenberg ψ = (E : ℂ) • ψ} (-3 / 4) ∧
    Module.finrank ℂ (Module.End.eigenspace heisenberg (-3 / 4 : ℂ)) = 4 ∧
    IsLeast {E : ℝ | ∃ u v w : Spinor, spinNorm u = 1 ∧ spinNorm v = 1 ∧ spinNorm w = 1 ∧
      expectation (productState u v w) = (E : ℂ)} (-3 / 8) := by
  refine ⟨ground_energy, ground_degeneracy, ?_, ?_⟩
  · obtain ⟨hn, he⟩ := coplanar_energy 0
    exact ⟨_, _, _, hn _, hn _, hn _, he⟩
  · rintro E ⟨u, v, w, hu, hv, hw, hE⟩
    rw [product_expectation u v w hu hv hw, Complex.ofReal_inj] at hE
    -- Bloch vectors of normalised spinors have unit length
    have unit : ∀ x : Spinor, spinNorm x = 1 → bloch x ⬝ᵥ bloch x = 1 := by
      intro x hx
      have h : bloch x ⬝ᵥ bloch x = spinNorm x ^ 2 := by
        rw [bloch_eq]
        simp [dotProduct, Fin.sum_univ_three, spinNorm, Fin.sum_univ_two, Complex.normSq_apply]
        ring
      rw [h, hx, one_pow]
    have h1 := unit u hu
    have h2 := unit v hv
    have h3 := unit w hw
    simp only [dotProduct, Fin.sum_univ_three] at hE h1 h2 h3
    -- the squared length of the total Bloch vector is non-negative
    nlinarith [sq_nonneg (bloch u 0 + bloch v 0 + bloch w 0),
      sq_nonneg (bloch u 1 + bloch v 1 + bloch w 1),
      sq_nonneg (bloch u 2 + bloch v 2 + bloch w 2)]

end HeisenbergTriangle
```

```lean
#print axioms HeisenbergTriangle.triangle_ground_and_product_energy
```

```
'HeisenbergTriangle.triangle_ground_and_product_energy' depends on axioms: [propext, Classical.choice, Quot.sound]
```
